# A finite-grid Poisson–Boltzmann energy with a nonnegative quadratic form and positive ionic weights attains its minimum

On a finite grid, take a real potential ψ, measured in dimensionless units so that cosh ψᵢ makes sense, and define its energy as ½ψᵀAψ + Σᵢ wᵢ cosh ψᵢ − b·ψ: an electrostatic quadratic form, an ionic term and a coupling to fixed charge. The theorem `exists_minimizer` says that some ψ has the least energy of all potentials, provided that xᵀAx ≥ 0 for every x and every weight wᵢ is strictly positive. A may be singular, and b is arbitrary. The proof uses cosh t ≥ 1 + t²/2 and completes a square to show that any potential with energy no higher than that of the zero potential lies in a bounded box. Continuity gives a minimum on this compact box, and comparison with the zero potential makes it a minimum over all potentials.

The failing Lean file:

```lean
import Mathlib

open Matrix

namespace GridPoissonBoltzmann

noncomputable section

variable {n : Type*} [Fintype n]

/-- Energy of a grid potential `ψ`: electrostatic quadratic form, ionic `cosh` term with
weights `w`, and coupling to the fixed charge `b`. -/
def gridEnergy (A : Matrix n n ℝ) (w b ψ : n → ℝ) : ℝ :=
  (ψ ⬝ᵥ A *ᵥ ψ) / 2 + ∑ i, w i * Real.cosh (ψ i) - b ⬝ᵥ ψ

/-- The ionic term `cosh` lies above each of its tangents by at least half the squared
distance from the point of contact. -/
theorem cosh_tangent (x y : ℝ) :
    Real.cosh x + Real.sinh x * (y - x) + (y - x) ^ 2 / 2 ≤ Real.cosh y := by
  have hd : ∀ t : ℝ, HasDerivAt (fun s : ℝ => Real.cosh s - s ^ 2 / 2) (Real.sinh t - t) t := by
    intro t
    have h := (Real.hasDerivAt_cosh t).fun_sub (((hasDerivAt_id' t).fun_pow 2).div_const 2)
    exact h.congr_deriv (by norm_num)
  have hcont : Continuous (fun s : ℝ => Real.cosh s - s ^ 2 / 2) :=
    continuous_iff_continuousAt.2 fun t => (hd t).continuousAt
  -- mean value theorem for `cosh s - s²/2`
  have key : ∀ a b : ℝ, a < b → ∃ c ∈ Set.Ioo a b, (Real.sinh c - c) * (b - a) =
      (Real.cosh b - b ^ 2 / 2) - (Real.cosh a - a ^ 2 / 2) := by
    intro a b hab
    obtain ⟨c, hc, he⟩ := exists_hasDerivAt_eq_slope (fun s : ℝ => Real.cosh s - s ^ 2 / 2)
      (fun t => Real.sinh t - t) hab hcont.continuousOn (fun t _ => hd t)
    exact ⟨c, hc, (eq_div_iff (sub_pos.2 hab).ne').1 he⟩
  rcases lt_trichotomy x y with h | rfl | h
  · obtain ⟨c, hc, he⟩ := key x y h
    have h1 : Real.sinh x - x < Real.sinh c - c := Real.sinh_sub_id_strictMono hc.1
    nlinarith [mul_lt_mul_of_pos_right h1 (sub_pos.2 h)]
  · simp
  · obtain ⟨c, hc, he⟩ := key y x h
    have h1 : Real.sinh c - c < Real.sinh x - x := Real.sinh_sub_id_strictMono hc.2
    nlinarith [mul_lt_mul_of_pos_right h1 (sub_pos.2 h)]

/-- The grid energy attains its minimum, even when the electrostatic operator is singular. -/
theorem exists_minimizer {A : Matrix n n ℝ} (hpos : ∀ x : n → ℝ, 0 ≤ x ⬝ᵥ A *ᵥ x)
    {w : n → ℝ} (hw : ∀ i, 0 < w i) (b : n → ℝ) :
    ∃ ψ, ∀ φ, gridEnergy A w b ψ ≤ gridEnergy A w b φ := by
  let R : n → ℝ := fun i => 4 * (∑ j, b j ^ 2 / w j) / w i + 1
  -- potentials no worse than zero lie in a bounded box
  have hbox : ∀ φ, gridEnergy A w b φ ≤ gridEnergy A w b 0 → φ ∈ Set.Icc (-R) R := by
    intro φ hφ
    have h0 : gridEnergy A w b 0 = ∑ i, w i := by simp [gridEnergy]
    have hsum : ∑ i, (w i + w i * φ i ^ 2 / 4 - b i ^ 2 / w i)
        ≤ ∑ i, (w i * Real.cosh (φ i) - b i * φ i) := by
      refine Finset.sum_le_sum fun i _ => ?_
      have hi := hw i
      have hne := hi.ne'
      have h1 := mul_le_mul_of_nonneg_left (cosh_tangent 0 (φ i)) hi.le
      simp only [Real.cosh_zero, Real.sinh_zero, zero_mul, add_zero, sub_zero] at h1
      have h2 : w i * (φ i / 2 - b i / w i) ^ 2
          = w i * φ i ^ 2 / 4 - b i * φ i + b i ^ 2 / w i := by
        field_simp <;> ring
      have h3 := mul_nonneg hi.le (sq_nonneg (φ i / 2 - b i / w i))
      linarith
    rw [Finset.sum_sub_distrib, Finset.sum_add_distrib, Finset.sum_sub_distrib] at hsum
    have hA := hpos φ
    rw [h0] at hφ
    simp only [gridEnergy] at hφ
    have hb : b ⬝ᵥ φ = ∑ i, b i * φ i := rfl
    have hC : ∑ i, w i * φ i ^ 2 / 4 ≤ ∑ j, b j ^ 2 / w j := by linarith
    have hi : ∀ i, φ i ^ 2 ≤ 4 * (∑ j, b j ^ 2 / w j) / w i := by
      intro i
      have h1 := Finset.single_le_sum (f := fun i => w i * φ i ^ 2 / 4)
        (fun j _ => by have := hw j; positivity) (Finset.mem_univ i)
      rw [le_div_iff₀ (hw i)]
      simp only at h1
      linarith
    constructor
    · intro i
      change -(4 * (∑ j, b j ^ 2 / w j) / w i + 1) ≤ φ i
      nlinarith [hi i, sq_nonneg (φ i + 1 / 2)]
    · intro i
      change φ i ≤ 4 * (∑ j, b j ^ 2 / w j) / w i + 1
      nlinarith [hi i, sq_nonneg (φ i - 1 / 2)]
  have hcont : Continuous (gridEnergy A w b) := by
    unfold gridEnergy
    simp only [dotProduct, Matrix.mulVec, Real.cosh_eq]
    fun_prop
  obtain ⟨ψ, _, hmin⟩ := (isCompact_Icc (a := -R) (b := R)).exists_isMinOn
    ⟨0, hbox 0 le_rfl⟩ hcont.continuousOn
  refine ⟨ψ, fun φ => ?_⟩
  rcases le_total (gridEnergy A w b φ) (gridEnergy A w b 0) with h | h
  · exact hmin (hbox φ h)
  · exact le_trans (hmin (hbox 0 le_rfl)) h

end

end GridPoissonBoltzmann
```

The error:

```
Main.lean:74:6: error: `simp` made no progress
```

The change, after which it compiles:

```diff
@@ -58,5 +58,6 @@
       have h2 : w i * (φ i / 2 - b i / w i) ^ 2
           = w i * φ i ^ 2 / 4 - b i * φ i + b i ^ 2 / w i := by
-        field_simp <;> ring
+        field_simp
+        ring
       have h3 := mul_nonneg hi.le (sq_nonneg (φ i / 2 - b i / w i))
       linarith
@@ -72,5 +73,4 @@
         (fun j _ => by have := hw j; positivity) (Finset.mem_univ i)
       rw [le_div_iff₀ (hw i)]
-      simp only at h1
       linarith
     constructor
```

Cause. The message points to `simp only at h1`, in the proof of the bound on each `φ i ^ 2`. Here `h1` comes from `Finset.single_le_sum` with `f` given as a lambda, and it says that one term `w i * φ i ^ 2 / 4` is at most the sum of all such terms. With no lemmas listed, `simp only` could still have reduced a lambda applied to an argument. But Lean had already done that reduction when it substituted the lambda for `f` in the lemma's conclusion, so `h1` was in reduced form. `simp only` found nothing to change, and it treats that as an error.

The repair deletes the line. The `linarith` that follows uses `h1` as it stands, together with `hC`, to prove the bound.

The other change, from `field_simp <;> ring` to `field_simp` and `ring` on separate lines, is only tidying. No message concerns that step, and `ring` still finishes what `field_simp` leaves.
